# At a degeneracy split linearly by the displacement, the finite-difference force constant of the lowest surface tends to −∞

Suppose the force constant of a vibration is computed by displacing a molecule by ±h, taking three ground-state energies and dividing their second difference by h². At a Jahn-Teller point, along a displacement that splits the degenerate ground state to first order, the result can be large and negative. It looks like the imaginary frequency of a saddle point, and a common remedy for a doubtful finite difference, a smaller step, drives it towards −∞. The lowest surface has a cusp there, so there is no second derivative for the quotient to approach.

## The cusp and its second difference

Let q be the displacement from the degenerate geometry. In a model with finitely many electronic states that all have energy c at q = 0, take the Hamiltonian

H(q) = c·1 + qV + q²W,

where V and W are real symmetric matrices. V is the linear vibronic coupling, and W holds the restoring force and the quadratic coupling. Write E(q) for the lowest eigenvalue of H(q), and λ_min(A), λ_max(A) for the extreme eigenvalues of a symmetric matrix A.

Expanding a vector x in orthonormal eigenvectors of A, with coefficients aᵢ and eigenvalues λᵢ, gives xᵀAx = Σ λᵢaᵢ² and xᵀx = Σ aᵢ². Hence, for normalised x,

λ_min(A) ≤ xᵀAx ≤ λ_max(A).

Let q ≥ 0. If u is a normalised ground state of H(q), then

E(q) = c + q uᵀVu + q² uᵀWu ≥ c + qλ_min(V) + q²λ_min(W).

If v is a normalised lowest eigenvector of V, used as a trial state, then

E(q) ≤ vᵀH(q)v = c + qλ_min(V) + q² vᵀWv ≤ c + qλ_min(V) + q²λ_max(W).

A displacement −h with coupling V gives the same matrix as a displacement h with coupling −V, and λ_min(−V) = −λ_max(V). So for h ≥ 0

c − hλ_max(V) + h²λ_min(W) ≤ E(−h) ≤ c − hλ_max(V) + h²λ_max(W).

Put D(h) = E(h) + E(−h) − 2E(0) and Δ = λ_min(V) − λ_max(V). Since E(0) = c, adding the bounds gives

hΔ + 2h²λ_min(W) ≤ D(h) ≤ hΔ + 2h²λ_max(W).

Division by h > 0 squeezes D(h)/h to Δ as h → 0⁺. If V is not a multiple of the identity, its eigenvalues are not all equal, so Δ < 0 and D(h)/h² = (D(h)/h)·(1/h) → −∞.

If V = a·1 for a real number a, then H(q) is (c + qa)·1 + q²W. Its lowest eigenvalue is c + qa + q²λ_min(W), because q² ≥ 0. The linear terms cancel in D(h), and D(h)/h² = 2λ_min(W) for every h ≠ 0.

The smallest case with a cusp has two states. With V = k·diag(1, −1), W = (K/2)·1 and k, K > 0,

E(q) = c − k|q| + Kq²/2,  D(h)/h² = K − 2k/h.

The quotient is positive for h > 2k/K and negative below, although each branch has curvature K. With a single state V is a number, hence scalar, and the quotient is always 2W.

## The Hamiltonian and its surface in Lean

The type `n` labels the electronic states; it is finite and nonempty.

```lean
import Mathlib

open Matrix Filter Topology

namespace JahnTellerFiniteDifference

noncomputable section

variable {n : Type*} [Fintype n] [DecidableEq n] [Nonempty n]
```

An energy level is a real number with a nonzero real eigenvector. For a symmetric matrix these are all the eigenvalues.

```lean
/-- The energy levels of a real matrix: its eigenvalues with a nonzero real eigenvector. -/
def levels (A : Matrix n n ℝ) : Set ℝ :=
  {μ | ∃ v : n → ℝ, v ≠ 0 ∧ A *ᵥ v = μ • v}
```

The extreme levels λ_min and λ_max are defined as an infimum and a supremum; that they are attained is proved below.

```lean
/-- The lowest level of a real symmetric matrix of size at least one. -/
def lowest (A : Matrix n n ℝ) : ℝ := sInf (levels A)

/-- The highest level of a real symmetric matrix of size at least one. -/
def highest (A : Matrix n n ℝ) : ℝ := sSup (levels A)
```

The Hamiltonian is the matrix H(q) above. There is no factor ½ in front of `W`, unlike in the usual harmonic expansion, which is why force constants appear as twice a level of `W`.

```lean
/-- The electronic Hamiltonian matrix `c + q V + q² W` at displacement `q` from the degeneracy. -/
def hamiltonian (c : ℝ) (V W : Matrix n n ℝ) (q : ℝ) : Matrix n n ℝ :=
  c • (1 : Matrix n n ℝ) + q • V + q ^ 2 • W

/-- The lowest adiabatic energy surface at displacement `q`. -/
def energy (c : ℝ) (V W : Matrix n n ℝ) (q : ℝ) : ℝ := lowest (hamiltonian c V W q)
```

The definition of `secondDifference` is D(h), not yet divided by any power of the step.

```lean
/-- The central second difference of the lowest surface, with step `h` about the degeneracy. -/
def secondDifference (c : ℝ) (V W : Matrix n n ℝ) (h : ℝ) : ℝ :=
  energy c V W h + energy c V W (-h) - 2 * energy c V W 0
```

The degeneracy at q = 0 is built into `hamiltonian`. That some displacement has a non-scalar `V` is a hypothesis, standing for a distortion that splits the degenerate states to first order; the symmetry argument of Jahn and Teller, which finds such distortions, plays no part. Real matrices leave out Hamiltonians that are complex, as they can be with spin-orbit coupling or a magnetic field. The step to a real molecule that remains is the replacement of its electronic problem by a finite matrix exactly quadratic in q.

## Extreme levels and the variational principle

The spectral theorem supplies eigenvectors, which are nonzero because they are orthonormal.

```lean
omit [Nonempty n] in
/-- Each eigenvalue in the spectral decomposition of a real symmetric matrix is a level. -/
theorem eigenvalue_mem_levels {A : Matrix n n ℝ} (hA : A.IsHermitian) (i : n) :
    hA.eigenvalues i ∈ levels A := by
  refine ⟨(hA.eigenvectorBasis i).ofLp, fun h => ?_, hA.mulVec_eigenvectorBasis i⟩
  apply hA.eigenvectorBasis.orthonormal.ne_zero i
  ext j
  exact congrFun h j
```

Levels are roots of the characteristic polynomial, so there are finitely many, and by the previous lemma there is at least one. A finite nonempty set contains its infimum and supremum.

```lean
/-- A real symmetric matrix of size at least one attains its lowest and its highest level. -/
theorem extremal_levels {A : Matrix n n ℝ} (hA : A.IsSymm) :
    IsLeast (levels A) (lowest A) ∧ IsGreatest (levels A) (highest A) := by
  have hH : A.IsHermitian := by
    rw [Matrix.IsHermitian, Matrix.conjTranspose_eq_transpose_of_trivial]
    exact hA
  -- the levels are roots of the characteristic polynomial, hence finite in number
  have hfin : (levels A).Finite := by
    refine (Polynomial.finite_setOfPred_isRoot A.charpoly_monic.ne_zero).subset ?_
    rintro μ ⟨v, hv, h⟩
    show A.charpoly.eval μ = 0
    rw [Matrix.eval_charpoly]
    refine Matrix.exists_mulVec_eq_zero_iff.1 ⟨v, hv, ?_⟩
    ext i
    simp [Matrix.sub_mulVec, h, Matrix.scalar_apply]
  have hne : (levels A).Nonempty := ⟨_, eigenvalue_mem_levels hH (Classical.arbitrary n)⟩
  exact ⟨hfin.isCompact.isLeast_sInf hne, hfin.isCompact.isGreatest_sSup hne⟩
```

The variational bounds are reached through positive semidefiniteness instead of the expansion in eigenvectors. An eigenvalue μ of A − λ_min(A)·1 makes μ + λ_min(A) a level of A, so μ ≥ 0.

```lean
/-- A real symmetric matrix measured from its lowest level is positive semidefinite. -/
theorem shifted_posSemidef {A : Matrix n n ℝ} (hA : A.IsSymm) :
    (A - lowest A • (1 : Matrix n n ℝ)).PosSemidef := by
  have hB : (A - lowest A • (1 : Matrix n n ℝ)).IsHermitian := by
    rw [Matrix.IsHermitian, Matrix.conjTranspose_eq_transpose_of_trivial]
    exact hA.sub (Matrix.isSymm_one.smul _)
  refine hB.posSemidef_iff_eigenvalues_nonneg.2 (fun i => ?_)
  obtain ⟨v, hv, h⟩ := eigenvalue_mem_levels hB i
  have hle : lowest A ≤ hB.eigenvalues i + lowest A := by
    refine (extremal_levels hA).1.2 ⟨v, hv, ?_⟩
    rw [Matrix.sub_mulVec, Matrix.smul_mulVec, Matrix.one_mulVec, sub_eq_iff_eq_add] at h
    rw [h, add_smul]
  show (0 : ℝ) ≤ hB.eigenvalues i
  linarith
```

The upper bound will come from the lower one by a change of sign, which exchanges the extremes.

```lean
/-- For a real symmetric matrix `A`, the lowest level of `-A` is minus the highest level of `A`. -/
theorem lowest_neg {A : Matrix n n ℝ} (hA : A.IsSymm) : lowest (-A) = -highest A := by
  have hg := (extremal_levels hA).2
  show sInf (levels (-A)) = -highest A
  refine IsLeast.csInf_eq ⟨?_, ?_⟩
  · obtain ⟨v, hv, h⟩ := hg.1
    exact ⟨v, hv, by rw [Matrix.neg_mulVec, h, neg_smul]⟩
  · rintro μ ⟨v, hv, h⟩
    have : -μ ≤ highest A :=
      hg.2 ⟨v, hv, by rw [neg_smul, ← h, Matrix.neg_mulVec, neg_neg]⟩
    linarith
```

The vectors in the next theorem need not be normalised, so xᵀx appears as a factor; for xᵀx = 1 the statement is the pair of inequalities used above.

```lean
/-- Variational principle: the expectation value of a real symmetric matrix, for a vector of any
norm, lies between the lowest and the highest level times the squared norm. -/
theorem rayleigh_bounds {A : Matrix n n ℝ} (hA : A.IsSymm) (x : n → ℝ) :
    lowest A * (x ⬝ᵥ x) ≤ x ⬝ᵥ A *ᵥ x ∧ x ⬝ᵥ A *ᵥ x ≤ highest A * (x ⬝ᵥ x) := by
  have key : ∀ B : Matrix n n ℝ, B.IsSymm → lowest B * (x ⬝ᵥ x) ≤ x ⬝ᵥ B *ᵥ x := by
    intro B hB
    have h := (shifted_posSemidef hB).dotProduct_mulVec_nonneg x
    rw [star_trivial, Matrix.sub_mulVec, Matrix.smul_mulVec, Matrix.one_mulVec,
      dotProduct_sub, dotProduct_smul, smul_eq_mul] at h
    linarith
  refine ⟨key A hA, ?_⟩
  have h := key (-A) hA.neg
  rw [lowest_neg hA, Matrix.neg_mulVec, dotProduct_neg] at h
  linarith
```

## Bounds at finite displacement

In the proof of `energy_bounds`, `expect` expands xᵀH(q)x into its three terms. The first bullet evaluates them in the exact ground state `u`, and the second uses the lowest eigenvector `v` of V as trial state. In both, `le_of_mul_le_mul_right` cancels the positive squared norm.

```lean
/-- For symmetric `V`, `W` and `q ≥ 0`, the lowest surface equals `c + q λ_min(V)` up to a term
between `q² λ_min(W)` and `q² λ_max(W)`. -/
theorem energy_bounds (c : ℝ) {V W : Matrix n n ℝ} (hV : V.IsSymm) (hW : W.IsSymm)
    {q : ℝ} (hq : 0 ≤ q) :
    c + q * lowest V + q ^ 2 * lowest W ≤ energy c V W q ∧
      energy c V W q ≤ c + q * lowest V + q ^ 2 * highest W := by
  have hH : (hamiltonian c V W q).IsSymm :=
    ((Matrix.isSymm_one.smul c).add (hV.smul q)).add (hW.smul (q ^ 2))
  have expect : ∀ x : n → ℝ, x ⬝ᵥ hamiltonian c V W q *ᵥ x =
      c * (x ⬝ᵥ x) + q * (x ⬝ᵥ V *ᵥ x) + q ^ 2 * (x ⬝ᵥ W *ᵥ x) := by
    intro x
    simp only [hamiltonian, Matrix.add_mulVec, Matrix.smul_mulVec, Matrix.one_mulVec,
      dotProduct_add, dotProduct_smul, smul_eq_mul]
  have pos : ∀ x : n → ℝ, x ≠ 0 → 0 < x ⬝ᵥ x := fun x hx =>
    lt_of_le_of_ne (Finset.sum_nonneg fun i _ => mul_self_nonneg (x i))
      (Ne.symm (mt dotProduct_self_eq_zero.1 hx))
  unfold energy
  constructor
  · -- evaluate all three terms in the exact ground state
    obtain ⟨u, hu, h⟩ := (extremal_levels hH).1.1
    have e := expect u
    rw [h, dotProduct_smul, smul_eq_mul] at e
    refine le_of_mul_le_mul_right ?_ (pos u hu)
    linarith [mul_le_mul_of_nonneg_left (rayleigh_bounds hV u).1 hq,
      mul_le_mul_of_nonneg_left (rayleigh_bounds hW u).1 (sq_nonneg q)]
  · -- use the lowest eigenvector of the linear coupling as a trial state
    obtain ⟨v, hv, h⟩ := (extremal_levels hV).1.1
    have r := (rayleigh_bounds hH v).1
    rw [expect, h, dotProduct_smul, smul_eq_mul] at r
    refine le_of_mul_le_mul_right ?_ (pos v hv)
    linarith [mul_le_mul_of_nonneg_left (rayleigh_bounds hW v).2 (sq_nonneg q)]
```

The bounds are then applied at q = 0, where they give E(0) = c, at h with V, and at h with −V. The rest is addition, done by `linarith`.

```lean
/-- For symmetric `V`, `W` and a step `h ≥ 0`, the second difference equals
`h (λ_min(V) - λ_max(V))` up to a term between `2 h² λ_min(W)` and `2 h² λ_max(W)`. -/
theorem secondDifference_bounds (c : ℝ) {V W : Matrix n n ℝ} (hV : V.IsSymm) (hW : W.IsSymm)
    {h : ℝ} (hh : 0 ≤ h) :
    h * (lowest V - highest V) + 2 * h ^ 2 * lowest W ≤ secondDifference c V W h ∧
      secondDifference c V W h ≤ h * (lowest V - highest V) + 2 * h ^ 2 * highest W := by
  -- a step backwards is a step forwards with the opposite coupling
  have hneg : energy c V W (-h) = energy c (-V) W h := by simp [energy, hamiltonian]
  have h0 := energy_bounds c hV hW (le_refl (0 : ℝ))
  have h1 := energy_bounds c hV hW hh
  have h2 := energy_bounds c hV.neg hW hh
  rw [lowest_neg hV] at h2
  unfold secondDifference
  rw [hneg]
  constructor
  · linarith [h0.2, h1.1, h2.1]
  · linarith [h0.1, h1.2, h2.2]
```

## The limit and the divergence

The filter `𝓝[>] 0` expresses h → 0 through positive values. Both bounds, divided by h, have the form Δ + 2hk with k an extreme level of W; `lim` shows that they tend to Δ, and the squeeze theorem finishes the proof.

```lean
/-- For symmetric `V` and `W`, the second difference of the lowest surface divided by the step `h`
tends to `λ_min(V) - λ_max(V)` as `h` decreases to zero. -/
theorem tendsto_secondDifference_div (c : ℝ) {V W : Matrix n n ℝ}
    (hV : V.IsSymm) (hW : W.IsSymm) :
    Tendsto (fun h => secondDifference c V W h / h) (𝓝[>] 0)
      (𝓝 (lowest V - highest V)) := by
  have lim : ∀ k : ℝ, Tendsto (fun h : ℝ => lowest V - highest V + 2 * h * k) (𝓝[>] 0)
      (𝓝 (lowest V - highest V)) := by
    intro k
    have hc : Continuous (fun h : ℝ => lowest V - highest V + 2 * h * k) := by fun_prop
    simpa using (hc.tendsto 0).mono_left nhdsWithin_le_nhds
  refine tendsto_of_tendsto_of_tendsto_of_le_of_le' (lim (lowest W)) (lim (highest W)) ?_ ?_
  · filter_upwards [self_mem_nhdsWithin] with h hh
    have hpos : 0 < h := hh
    rw [le_div_iff₀ hpos]
    linarith [(secondDifference_bounds c hV hW hpos.le).1]
  · filter_upwards [self_mem_nhdsWithin] with h hh
    have hpos : 0 < h := hh
    rw [div_le_iff₀ hpos]
    linarith [(secondDifference_bounds c hV hW hpos.le).2]
```

For the divergence, `hns` says that V differs from every multiple of the identity, and `atBot` means −∞. The first part, `hlt`, proves Δ < 0 by contradiction. If the extreme levels coincided, the quadratic form of V − λ_min(V)·1 would be both nonnegative and nonpositive. A positive semidefinite matrix with zero expectation value in x sends x to zero, and applying this to the basis vectors shows column by column that V is scalar. The second part multiplies the limit Δ < 0 by 1/h → +∞.

```lean
/-- If `V` and `W` are symmetric and `V` is not a multiple of the identity, the finite-difference
force constant tends to minus infinity as the step decreases to zero. -/
theorem forceConstant_tendsto_atBot (c : ℝ) {V W : Matrix n n ℝ}
    (hV : V.IsSymm) (hW : W.IsSymm) (hns : ∀ a : ℝ, V ≠ a • (1 : Matrix n n ℝ)) :
    Tendsto (fun h => secondDifference c V W h / h ^ 2) (𝓝[>] 0) atBot := by
  -- coinciding extreme levels would make the coupling scalar
  have hlt : lowest V < highest V := by
    by_contra hcon
    have hle : highest V ≤ lowest V := not_lt.1 hcon
    have hP := shifted_posSemidef hV
    have hker : ∀ x : n → ℝ, (V - lowest V • (1 : Matrix n n ℝ)) *ᵥ x = 0 := by
      intro x
      refine (hP.dotProduct_mulVec_zero_iff x).1
        (le_antisymm ?_ (hP.dotProduct_mulVec_nonneg x))
      rw [star_trivial, Matrix.sub_mulVec, Matrix.smul_mulVec, Matrix.one_mulVec,
        dotProduct_sub, dotProduct_smul, smul_eq_mul]
      have hx : 0 ≤ x ⬝ᵥ x := Finset.sum_nonneg fun i _ => mul_self_nonneg (x i)
      linarith [(rayleigh_bounds hV x).2, mul_le_mul_of_nonneg_right hle hx]
    refine hns (lowest V) (sub_eq_zero.1 ?_)
    ext i j
    have hij := congrFun (hker (Pi.single j 1)) i
    rw [Matrix.mulVec_single_one] at hij
    exact hij
  refine ((tendsto_secondDifference_div c hV hW).neg_mul_atTop (sub_neg.2 hlt)
    tendsto_inv_nhdsGT_zero).congr fun h => ?_
  rw [← div_eq_mul_inv, div_div, sq]
```

Within this model, a finite-difference frequency of the lowest state along a displacement with non-scalar V therefore cannot be converged by reducing the step. Other displacements from the same geometry can have scalar V, the case treated in the last section.

For non-symmetric V, being non-scalar does not suffice for the divergence, even when all eigenvalues are real. Take W = 0 and let V have rows (0, 1) and (0, 0). Then c is the only eigenvalue of H(q) for every q, and the force constant is 0 at every nonzero step.

## Scalar coupling gives an exact force constant

When V = a·1, the proof reuses `energy_bounds` with other roles: c + qa is the constant, q² the displacement, W the linear coupling and the zero matrix the quadratic one. The only level of the zero matrix is 0, so the upper and lower bounds coincide and `E` gives the surface exactly, for either sign of q.

```lean
/-- If the linear coupling is a multiple of the identity and `W` is symmetric, the
finite-difference force constant equals `2 λ_min(W)` for every nonzero step. -/
theorem forceConstant_of_scalar (c a : ℝ) {W : Matrix n n ℝ} (hW : W.IsSymm)
    {h : ℝ} (hh : h ≠ 0) :
    secondDifference c (a • (1 : Matrix n n ℝ)) W h / h ^ 2 = 2 * lowest W := by
  have hz : (0 : Matrix n n ℝ).IsSymm := Matrix.transpose_zero
  have z : ∀ μ ∈ levels (0 : Matrix n n ℝ), μ = 0 := by
    rintro μ ⟨v, hv, e⟩
    rw [Matrix.zero_mulVec] at e
    exact (smul_eq_zero.1 e.symm).resolve_right hv
  have E : ∀ q : ℝ, energy c (a • (1 : Matrix n n ℝ)) W q = c + q * a + q ^ 2 * lowest W := by
    intro q
    -- read `q²` as the displacement and `W` as the linear coupling
    have e : energy c (a • (1 : Matrix n n ℝ)) W q = energy (c + q * a) W 0 (q ^ 2) := by
      simp only [energy, hamiltonian, smul_zero, add_zero, add_smul, smul_smul]
    have b := energy_bounds (c + q * a) hW hz (sq_nonneg q)
    rw [z _ (extremal_levels hz).1.1, z _ (extremal_levels hz).2.1, mul_zero, add_zero] at b
    rw [e]
    exact le_antisymm b.2 b.1
  rw [div_eq_iff (pow_ne_zero 2 hh), secondDifference, E, E, E]
  ring

end

end JahnTellerFiniteDifference
```

```lean
#print axioms JahnTellerFiniteDifference.forceConstant_tendsto_atBot
-- 'JahnTellerFiniteDifference.forceConstant_tendsto_atBot' depends on axioms: [propext, Classical.choice, Quot.sound]
#print axioms JahnTellerFiniteDifference.forceConstant_of_scalar
-- 'JahnTellerFiniteDifference.forceConstant_of_scalar' depends on axioms: [propext, Classical.choice, Quot.sound]
```
